# With positive C, d and R₀, the D2 pair energy is asymptotic to −C/R⁶ exactly when s₆ = 1

Two atoms at distance R have, in the D2 dispersion correction, the pair energy

E(R) = −s₆ C f(R) / R⁶, with f(R) = 1 / (1 + exp(−d(R/R₀ − 1))).

Let C, d and R₀ be positive. Then at every R > 0 the slope is

E′(R) = s₆ C f(R) R⁻⁶ (6/R − (d/R₀)(1 − f(R))),

the scaled energy R⁶E(R) tends to −s₆C as R → ∞, and E is asymptotically equivalent to −C/R⁶ (their ratio tends to 1) if and only if s₆ = 1.

Here C is the dispersion coefficient of the pair, and R₀ is the cutoff radius, in D2 the sum of the two van der Waals radii. The steepness d sets how sharply the damping factor f switches the correction on around R₀. The scaling s₆ is fitted for each density functional, so that the correction complements the correlation which the functional already describes. For a DFT-D2 calculation the result says that, within a single pair term with fixed C, a fitted s₆ other than 1 also rescales the long-range tail, where no damping is left to compensate.

## The energy as a function of one real distance

```lean
import Mathlib

open Filter Topology Asymptotics

noncomputable section

namespace DispersionD2

/-- The Fermi damping factor of the D2 scheme at distance `R`, with steepness `d` and
cutoff radius `R₀ ≠ 0`. -/
def damping (d R₀ R : ℝ) : ℝ := 1 / (1 + Real.exp (-d * (R / R₀ - 1)))

/-- The D2 pair energy with global scaling `s₆` and dispersion coefficient `C`,
for `R ≠ 0` and `R₀ ≠ 0`. -/
def pairEnergy (s₆ C d R₀ R : ℝ) : ℝ := -s₆ * C * damping d R₀ R / R ^ 6
```

All quantities are real numbers, understood in one consistent system of units. `damping d R₀ R` is f(R) and `pairEnergy s₆ C d R₀ R` is E(R). The parameters come first, so `pairEnergy s₆ C d R₀` is the energy curve itself, the function that is differentiated and followed to infinity.

The definitions carry no sign conditions. Those appear in the theorems whose proofs use them. The model is one pair with constant coefficients: it contains no sum over atoms, no Kohn–Sham energy and no dependence of C on the chemical environment.

## What holds before any sign is assumed

The slope of the damping factor needs no hypothesis on d or on the position R. Write e = exp(−d(R/R₀ − 1)), so that f = 1/(1 + e) and e′ = −(d/R₀)e. Then

f′ = −e′/(1 + e)² = (d/R₀) · e/(1 + e)².

Since 1 − f = e/(1 + e), this is the logistic equation

f′ = (d/R₀) f (1 − f).

```lean
/-- The damping factor obeys the logistic equation `f' = (d/R₀) f (1 - f)`. -/
theorem damping_hasDerivAt (d R₀ R : ℝ) :
    HasDerivAt (damping d R₀)
      (d / R₀ * damping d R₀ R * (1 - damping d R₀ R)) R := by
  have h1 : HasDerivAt (fun x : ℝ => -d * (x / R₀ - 1)) (-d * (1 / R₀)) R :=
    (((hasDerivAt_id' R).div_const R₀).sub_const 1).const_mul (-d)
  have h2 := h1.exp.const_add 1
  have hne : 1 + Real.exp (-d * (R / R₀ - 1)) ≠ 0 := by positivity
  have h3 : HasDerivAt (damping d R₀) _ R :=
    (hasDerivAt_const R (1 : ℝ)).fun_div h2 hne
  -- the algebra of the quotient rule, with `a = 1 + e`
  have key : ∀ e a : ℝ, a ≠ 0 → a = 1 + e →
      (0 * a - 1 * (e * (-d * (1 / R₀)))) / a ^ 2
        = d / R₀ * (1 / a) * (1 - 1 / a) := by
    intro e a ha hae
    have h : 1 - 1 / a = e / a := by
      rw [eq_div_iff ha, sub_mul, div_mul_cancel₀ _ ha]
      linarith
    rw [h]
    ring
  exact h3.congr_deriv (key _ _ hne rfl)
```

`HasDerivAt g m R` says that g is differentiable at R with derivative m, so it gives differentiability along with the value. In the proof, `h1` differentiates the exponent, `h2` the denominator 1 + e, and `h3` applies the quotient rule. The denominator is nonzero because an exponential is positive. The auxiliary statement `key` is the algebra above, with a standing for 1 + e: it replaces 1 − 1/a by e/a and compares the two sides.

The theorem doesn't ask for R₀ ≠ 0 either, but for R₀ = 0 it is true only because Lean sets R/0 = 0, and it then has no physical content.

## R > 0: the atoms do not coincide

Physically, R is a separation. By hand, the condition is used when the quotient rule divides by R⁶:

E′ = −s₆C (f′R⁶ − 6R⁵f) / R¹²
= −s₆C (f′/R⁶ − 6f/R⁷).

Inserting f′ = (d/R₀) f (1 − f) and taking out the factor f/R⁶ gives

E′ = s₆C f R⁻⁶ (6/R − (d/R₀)(1 − f)).

The term 6/R comes from the bare power law and pulls the atoms together when s₆C > 0. The other term comes from the change of the damping factor with distance, and for positive d and R₀ it opposes the first.

```lean
/-- The slope of the D2 pair energy at a positive distance. -/
theorem pairEnergy_hasDerivAt (s₆ C d R₀ : ℝ) {R : ℝ} (hR : 0 < R) :
    HasDerivAt (pairEnergy s₆ C d R₀)
      (s₆ * C * damping d R₀ R / R ^ 6 *
        (6 / R - d / R₀ * (1 - damping d R₀ R))) R := by
  have hp : HasDerivAt (fun x : ℝ => x ^ 6) (6 * R ^ 5) R := by
    simpa using hasDerivAt_pow 6 R
  have h : HasDerivAt (pairEnergy s₆ C d R₀) _ R :=
    ((damping_hasDerivAt d R₀ R).const_mul (-s₆ * C)).fun_div hp (by positivity)
  refine h.congr_deriv ?_
  generalize damping d R₀ R = f
  generalize d / R₀ = k
  field_simp
  ring
```

The hypothesis `hR` enters twice: it shows that the denominator R⁶ is nonzero for the quotient rule, and it lets `field_simp` clear the powers of R at the end. Before that step, f(R) and d/R₀ are replaced by plain letters, because the remaining identity is true whatever their values. No sign of s₆, C, d or R₀ is used.

Without the condition, negative R would do no harm to the formula, though it describes no separation. The point R = 0 is the real exception. There f(0) = 1/(1 + exp(d)) is small for large d but still positive, so for s₆C > 0 the energy goes to −∞ as R → 0. The Fermi factor weakens the singularity at R = 0 without removing it.

## d > 0 and R₀ > 0: damping switches off at large distance

A positive cutoff radius is a length, and a positive steepness means that the correction is turned on as the atoms separate. By hand, both signs are used in one place. As R → ∞,

R/R₀ − 1 → +∞, hence −d(R/R₀ − 1) → −∞, hence e → 0,

and therefore f = 1/(1 + e) → 1.

```lean
/-- For positive `d` and `R₀`, the damping factor tends to one at large distance. -/
theorem damping_tendsto_one {d R₀ : ℝ} (hd : 0 < d) (hR₀ : 0 < R₀) :
    Tendsto (damping d R₀) atTop (𝓝 1) := by
  have h1 : Tendsto (fun R : ℝ => R / R₀) atTop atTop :=
    tendsto_id.atTop_div_const hR₀
  have h2 : Tendsto (fun R : ℝ => R / R₀ - 1) atTop atTop := by
    simp only [sub_eq_add_neg]
    exact tendsto_atTop_add_const_right atTop (-1) h1
  have h3 : Tendsto (fun R : ℝ => -d * (R / R₀ - 1)) atTop atBot :=
    h2.const_mul_atTop_of_neg (neg_lt_zero.2 hd)
  have h4 := (Real.tendsto_exp_atBot.comp h3).const_add 1
  have h5 : Tendsto (damping d R₀) atTop (𝓝 (1 / (1 + 0))) :=
    tendsto_const_nhds.div h4 (by norm_num)
  simpa using h5
```

`Tendsto (damping d R₀) atTop (𝓝 1)` reads "f(R) tends to 1 as R grows without bound". The proof follows the chain above: `hR₀` is used in `h1`, where R/R₀ goes to infinity, and `hd` in `h3`, where multiplication by −d reverses the direction. Then `h4` adds 1 to the vanishing exponential, and `h5` takes the reciprocal.

If d = 0, the factor is 1/2 at every distance, so R⁶E = −s₆C/2 and the tail matches −C/R⁶ for s₆ = 2. If d is negative and R₀ positive, f tends to 0, R⁶E tends to 0, and no value of s₆ gives the undamped tail.

The approach to the limit can also be bounded at finite distance. For R > 0,

R⁶E + s₆C = s₆C (1 − f) = s₆C · e/(1 + e),

and since e/(1 + e) ≤ e,

|R⁶E + s₆C| ≤ |s₆C| exp(−d(R/R₀ − 1)).

```lean
/-- At every positive distance, `R⁶ E(R)` differs from `-s₆ C` by at most
`|s₆ C| exp(-d (R/R₀ - 1))`. -/
theorem scaled_energy_error (s₆ C d R₀ : ℝ) {R : ℝ} (hR : 0 < R) :
    |R ^ 6 * pairEnergy s₆ C d R₀ R + s₆ * C|
      ≤ |s₆ * C| * Real.exp (-d * (R / R₀ - 1)) := by
  have h1 : R ^ 6 * pairEnergy s₆ C d R₀ R + s₆ * C
      = s₆ * C * (1 - damping d R₀ R) := by
    have h : R ^ 6 * pairEnergy s₆ C d R₀ R = -s₆ * C * damping d R₀ R := by
      unfold pairEnergy
      field_simp
    rw [h]
    ring
  rw [h1, abs_mul]
  refine mul_le_mul_of_nonneg_left ?_ (abs_nonneg _)
  unfold damping
  have he := Real.exp_pos (-d * (R / R₀ - 1))
  generalize Real.exp (-d * (R / R₀ - 1)) = e at he ⊢
  -- the missing fraction `1 - f` equals `e / (1 + e)`
  have h2 : 1 - 1 / (1 + e) = e / (1 + e) := by
    have ha : 1 + e ≠ 0 := by positivity
    rw [eq_div_iff ha, sub_mul, div_mul_cancel₀ _ ha]
    ring
  rw [h2, abs_of_pos (by positivity), div_le_iff₀ (by positivity)]
  nlinarith [mul_pos he he]
```

The proof cancels R⁶ using `hR`, separates the factor |s₆C|, and is left with e/(1 + e) ≤ e. After multiplication by 1 + e this becomes e ≤ e + e², which `nlinarith` gets from the positivity of e². The inequality holds for either sign of d, but the right-hand side decays with distance only when d/R₀ is positive. In that case it gives a user of the pair formula a distance beyond which the damping changes R⁶E by less than a chosen tolerance.

## C > 0: there is a tail to compare with

A positive C is the coefficient of an attractive London interaction. The limit of R⁶E doesn't need it: for R > 0,

R⁶E(R) = −s₆C f(R) → −s₆C,

which holds for C = 0 as well. The comparison with −C/R⁶ does need C ≠ 0, because C is cancelled in the ratio:

E(R) / (−C/R⁶) = s₆ f(R) → s₆.

Asymptotic equivalence means that this ratio tends to 1. If s₆ = 1, it does. Conversely, if it tends to 1, then s₆ = 1, since a function has only one limit.

```lean
/-- For positive `C`, `d` and `R₀`, the D2 pair energy has the stated slope at every positive
distance, `R⁶ E(R)` tends to `-s₆ C` at infinity, and `E` is asymptotically equivalent to `-C/R⁶`
exactly when `s₆ = 1`. -/
theorem pairEnergy_slope_and_asymptotics (s₆ : ℝ) {C d R₀ : ℝ}
    (hC : 0 < C) (hd : 0 < d) (hR₀ : 0 < R₀) :
    (∀ R : ℝ, 0 < R → HasDerivAt (pairEnergy s₆ C d R₀)
      (s₆ * C * damping d R₀ R / R ^ 6 *
        (6 / R - d / R₀ * (1 - damping d R₀ R))) R) ∧
    Tendsto (fun R => R ^ 6 * pairEnergy s₆ C d R₀ R) atTop (𝓝 (-s₆ * C)) ∧
    (IsEquivalent atTop (pairEnergy s₆ C d R₀) (fun R => -C / R ^ 6) ↔ s₆ = 1) := by
  have hf := damping_tendsto_one hd hR₀
  refine ⟨fun R hR => pairEnergy_hasDerivAt s₆ C d R₀ hR, ?_, ?_⟩
  · have h := hf.const_mul (-s₆ * C)
    rw [mul_one] at h
    refine h.congr' ?_
    filter_upwards [eventually_gt_atTop (0 : ℝ)] with R hR
    unfold pairEnergy
    field_simp
  · -- the ratio to the bare London tail is `s₆ f`, which tends to `s₆`
    have hratio : Tendsto (pairEnergy s₆ C d R₀ / fun R => -C / R ^ 6)
        atTop (𝓝 s₆) := by
      have h := hf.const_mul s₆
      rw [mul_one] at h
      refine h.congr' ?_
      filter_upwards [eventually_gt_atTop (0 : ℝ)] with R hR
      simp only [Pi.div_apply, pairEnergy]
      field_simp
    have hz : ∀ᶠ R : ℝ in atTop, -C / R ^ 6 ≠ 0 := by
      filter_upwards [eventually_gt_atTop (0 : ℝ)] with R hR
      exact div_ne_zero (neg_ne_zero.2 hC.ne') (pow_ne_zero 6 hR.ne')
    rw [isEquivalent_iff_tendsto_one hz]
    constructor
    · intro h
      exact tendsto_nhds_unique hratio h
    · intro h
      subst h
      exact hratio
```

The conclusion has three parts joined by `∧`: the slope at every positive R, the limit of the scaled energy, and the equivalence. `IsEquivalent atTop u v` is defined in Mathlib by u − v being negligible compared with v at infinity. When v is eventually nonzero, this is the same as u/v → 1.

The first part is the slope theorem again. For the second, the limit f → 1 is multiplied by −s₆C, and `congr'` passes to R⁶E, which agrees with −s₆Cf at all positive R and so near infinity. For the third, `hratio` is the limit of the ratio, and `hz` states that −C/R⁶ is eventually nonzero. With `hz`, the equivalence is rewritten as a ratio tending to 1. The forward direction is then `tendsto_nhds_unique`, and the backward direction substitutes s₆ = 1.

So `hC` is used to cancel C in `hratio` and to prove `hz`. Both uses need only C ≠ 0, and positivity is the physical case. For C = 0 the statement fails: both functions vanish identically and are equivalent for every s₆.

The same ratio argument identifies the coefficient that the tail really has. For any K ≠ 0,

E(R) / (−K/R⁶) = (s₆C/K) f(R) → s₆C/K,

so E is asymptotically equivalent to −K/R⁶ exactly when K = s₆C. This variant is derived here in prose only; the theorem above treats K = C.

## s₆ > 0: the sign of the force

Nothing so far restricts s₆, and even s₆ = 0 is allowed. A positive value, together with C > 0, makes the pair energy negative at every distance, and it is used once the sign of the slope is asked for. With s₆, C and R positive, the prefactor s₆C f/R⁶ is positive, so E′ > 0 exactly when

6/R > (d/R₀)(1 − f).

Multiplying by the positive number R R₀ gives

d R (1 − f) < 6R₀.

Where this holds, the energy rises with distance and the pair term pulls the atoms together.

```lean
/-- For positive `s₆`, `C`, `R₀` and `R`, the slope of the pair energy at `R` is positive exactly
when `d R (1 - f(R)) < 6 R₀`. -/
theorem slope_pos_iff {s₆ C R₀ R : ℝ} (d : ℝ) (hs : 0 < s₆) (hC : 0 < C)
    (hR₀ : 0 < R₀) (hR : 0 < R) :
    0 < deriv (pairEnergy s₆ C d R₀) R ↔ d * R * (1 - damping d R₀ R) < 6 * R₀ := by
  have hf : 0 < damping d R₀ R := by
    unfold damping
    positivity
  rw [(pairEnergy_hasDerivAt s₆ C d R₀ hR).deriv]
  generalize damping d R₀ R = f at hf ⊢
  have h : 6 / R - d / R₀ * (1 - f)
      = 1 / (R * R₀) * (6 * R₀ - d * R * (1 - f)) := by
    field_simp
  rw [h, mul_pos_iff_of_pos_left (by positivity),
    mul_pos_iff_of_pos_left (by positivity), sub_pos]
```

`deriv` is the derivative as a number, and the slope theorem supplies its value. The proof writes the bracket as (6R₀ − dR(1 − f))/(R R₀) and removes the positive factors one after the other. The steepness d may have any sign here, while `hR₀` keeps the direction of the inequality. With s₆ < 0 the sign of the slope would be reversed. With s₆ = 0 the slope is zero everywhere, whether or not the condition on the right is met.

At the cutoff radius the exponent vanishes, so f(R₀) = 1/2 and

E′(R₀) = (s₆C / (2R₀⁶)) (6/R₀ − d/(2R₀)) = (s₆C / (4R₀⁷)) (12 − d).

The slope is negative there exactly when d > 12, and it is zero at d = 12.

```lean
/-- For positive `s₆`, `C` and `R₀`, the slope of the pair energy at `R = R₀` is negative exactly
when the steepness `d` exceeds 12. -/
theorem slope_neg_at_cutoff_iff {s₆ C R₀ : ℝ} (d : ℝ) (hs : 0 < s₆) (hC : 0 < C)
    (hR₀ : 0 < R₀) :
    deriv (pairEnergy s₆ C d R₀) R₀ < 0 ↔ 12 < d := by
  -- the damping factor is one half at the cutoff radius
  have hf : damping d R₀ R₀ = 1 / 2 := by
    unfold damping
    rw [div_self hR₀.ne', sub_self, mul_zero, Real.exp_zero]
    norm_num
  have h : deriv (pairEnergy s₆ C d R₀) R₀
      = s₆ * C / (4 * R₀ ^ 7) * (12 - d) := by
    rw [(pairEnergy_hasDerivAt s₆ C d R₀ hR₀).deriv, hf]
    field_simp
    ring
  have hk : 0 < s₆ * C / (4 * R₀ ^ 7) := by positivity
  rw [h]
  constructor
  · intro hneg
    by_contra hc
    have h0 := mul_nonneg hk.le (by linarith : (0 : ℝ) ≤ 12 - d)
    linarith
  · intro hd
    exact mul_neg_of_pos_of_neg hk (by linarith)

end DispersionD2
```

The proof first computes f(R₀) = 1/2, then brings the slope to the form just shown, and `hk` records that the prefactor is positive. The sign is therefore that of 12 − d. For d > 12 the correction alone pushes the two atoms apart at R = R₀, although its energy is negative there. In a geometry optimisation this force is one contribution among others, and the theorem describes only the isolated pair term.

```lean
#print axioms DispersionD2.scaled_energy_error
#print axioms DispersionD2.pairEnergy_slope_and_asymptotics
#print axioms DispersionD2.slope_pos_iff
#print axioms DispersionD2.slope_neg_at_cutoff_iff
```

```
'DispersionD2.scaled_energy_error' depends on axioms: [propext, Classical.choice, Quot.sound]
'DispersionD2.pairEnergy_slope_and_asymptotics' depends on axioms: [propext, Classical.choice, Quot.sound]
'DispersionD2.slope_pos_iff' depends on axioms: [propext, Classical.choice, Quot.sound]
'DispersionD2.slope_neg_at_cutoff_iff' depends on axioms: [propext, Classical.choice, Quot.sound]
```
